# Real skew-symmetric matrices have nonnegative determinants, which vanish in odd size

The free propagator is taken here as an arbitrary real function of two space-time points that obeys a particle-hole relation; it is not computed from a Hamiltonian. With that choice, the sign of an interaction-expansion weight for spinless fermions whose repulsion acts between opposite sublattices reduces to the sign of the determinant of a real skew-symmetric matrix.

```lean
import Mathlib

open Matrix Filter Topology

namespace SkewDeterminantSigns

noncomputable section

variable {n : Type*} [Fintype n] [DecidableEq n]

omit [DecidableEq n] in
/-- The quadratic form of a real skew-symmetric matrix vanishes on every vector. -/
theorem skew_quadratic_form (A : Matrix n n ℝ) (hA : Aᵀ = -A) (x : n → ℝ) :
    x ⬝ᵥ (A *ᵥ x) = 0 := by
  have h : x ⬝ᵥ (A *ᵥ x) = -(x ⬝ᵥ (A *ᵥ x)) := by
    calc x ⬝ᵥ (A *ᵥ x) = (Aᵀ *ᵥ x) ⬝ᵥ x := by
          rw [Matrix.dotProduct_mulVec, Matrix.mulVec_transpose]
      _ = -(x ⬝ᵥ (A *ᵥ x)) := by
          rw [hA, Matrix.neg_mulVec, neg_dotProduct, dotProduct_comm]
  linarith

/-- Adding the identity to a real skew-symmetric matrix gives a nonzero determinant. -/
theorem det_one_add_skew_ne_zero (A : Matrix n n ℝ) (hA : Aᵀ = -A) :
    (1 + A).det ≠ 0 := by
  intro h0
  obtain ⟨x, hx, h⟩ := Matrix.exists_mulVec_eq_zero_iff.mpr h0
  have h2 : x ⬝ᵥ ((1 + A) *ᵥ x) = 0 := by rw [h, dotProduct_zero]
  rw [Matrix.add_mulVec, Matrix.one_mulVec, dotProduct_add,
    skew_quadratic_form A hA x, add_zero] at h2
  exact hx (dotProduct_self_eq_zero.mp h2)

/-- Adding the identity to a real skew-symmetric matrix gives a positive determinant. -/
theorem det_one_add_skew_pos (A : Matrix n n ℝ) (hA : Aᵀ = -A) :
    0 < (1 + A).det := by
  by_contra hneg
  have hf : Continuous (fun s : ℝ => (1 + s • A).det) :=
    Continuous.matrix_det (continuous_const.add (continuous_id.smul continuous_const))
  -- a sign change along the path from 1 to 1 + A would force a zero on the way
  have hmem : (0 : ℝ) ∈ Set.Icc ((1 + (1 : ℝ) • A).det) ((1 + (0 : ℝ) • A).det) := by
    constructor
    · rw [one_smul]
      exact not_lt.mp hneg
    · rw [zero_smul, add_zero, Matrix.det_one]
      exact zero_le_one
  obtain ⟨s, _, hs⟩ := intermediate_value_Icc' (zero_le_one' ℝ) hf.continuousOn hmem
  exact det_one_add_skew_ne_zero (s • A)
    (by rw [Matrix.transpose_smul, hA, smul_neg]) hs

/-- A real skew-symmetric matrix on any finite index set has nonnegative determinant. -/
theorem det_skew_nonneg (A : Matrix n n ℝ) (hA : Aᵀ = -A) : 0 ≤ A.det := by
  have hf : Continuous (fun t : ℝ => (t • (1 : Matrix n n ℝ) + A).det) :=
    Continuous.matrix_det ((continuous_id.smul continuous_const).add continuous_const)
  -- for t > 0 the shifted determinant is a positive multiple of det (1 + A / t)
  have hpos : ∀ t : ℝ, 0 < t → 0 ≤ (t • (1 : Matrix n n ℝ) + A).det := by
    intro t ht
    have e : t • (1 : Matrix n n ℝ) + A = t • (1 + t⁻¹ • A) := by
      rw [smul_add, smul_smul, mul_inv_cancel₀ ht.ne', one_smul]
    rw [e, Matrix.det_smul]
    have h1 := det_one_add_skew_pos (t⁻¹ • A)
      (by rw [Matrix.transpose_smul, hA, smul_neg])
    positivity
  -- let the shift go to zero from above
  have hlim : Tendsto (fun t : ℝ => (t • (1 : Matrix n n ℝ) + A).det) (𝓝[>] 0)
      (𝓝 (((0 : ℝ) • (1 : Matrix n n ℝ) + A).det)) :=
    (hf.tendsto 0).mono_left nhdsWithin_le_nhds
  have h0 := ge_of_tendsto hlim
    (Filter.mem_of_superset self_mem_nhdsWithin (fun t ht => hpos t ht))
  rwa [zero_smul, zero_add] at h0

/-- A real skew-symmetric matrix of odd size has determinant zero. -/
theorem det_skew_odd (A : Matrix n n ℝ) (hA : Aᵀ = -A) (hn : Odd (Fintype.card n)) :
    A.det = 0 := by
  have h : A.det = -A.det := by
    calc A.det = (Aᵀ).det := (Matrix.det_transpose A).symm
      _ = -A.det := by rw [hA, Matrix.det_neg, hn.neg_one_pow, neg_one_mul]
  linarith

/-- A complex skew-symmetric matrix can have determinant -1. -/
theorem complex_skew_det_negative :
    (!![0, Complex.I; -Complex.I, 0] : Matrix (Fin 2) (Fin 2) ℂ)ᵀ
        = -!![0, Complex.I; -Complex.I, 0] ∧
      (!![0, Complex.I; -Complex.I, 0] : Matrix (Fin 2) (Fin 2) ℂ).det = -1 := by
  constructor
  · ext i j
    fin_cases i <;> fin_cases j <;> simp
  · simp [Matrix.det_fin_two]

variable {S κ : Type*} [Fintype κ] [DecidableEq κ]

/-- Particle-hole relation of a real propagator `g` between space-time points with
sublattice parity `ε`: exchanging the points gives the factor `-ε x * ε y`. -/
def ParticleHoleSymmetric (ε : S → ℝ) (g : S → S → ℝ) : Prop :=
  ∀ x y, g y x = -(ε x * ε y) * g x y

/-- Matrix of free propagators between the end points `v (b, false)` and `v (b, true)`
of the interaction vertices `b`. -/
def vertexMatrix (g : S → S → ℝ) (v : κ × Bool → S) : Matrix (κ × Bool) (κ × Bool) ℝ :=
  Matrix.of fun p q => g (v p) (v q)

/-- Interaction-expansion weight of a vertex configuration at coupling `V`: a factor `-V`
for each vertex times the determinant of propagators. -/
def weight (V : ℝ) (g : S → S → ℝ) (v : κ × Bool → S) : ℝ :=
  (-V) ^ Fintype.card κ * (vertexMatrix g v).det

/-- For repulsive coupling, a particle-hole symmetric propagator and vertices that join
opposite sublattices, every interaction-expansion weight is nonnegative. -/
theorem weight_nonneg (V : ℝ) (hV : 0 ≤ V) (ε : S → ℝ) (hε : ∀ x, ε x * ε x = 1)
    (g : S → S → ℝ) (hg : ParticleHoleSymmetric ε g) (v : κ × Bool → S)
    (hv : ∀ b, ε (v (b, true)) = -ε (v (b, false))) :
    0 ≤ weight V g v := by
  -- multiplying the columns by the parities makes the matrix skew-symmetric
  have hskew : (vertexMatrix g v * Matrix.diagonal (fun p => ε (v p)))ᵀ
      = -(vertexMatrix g v * Matrix.diagonal (fun p => ε (v p))) := by
    ext p q
    simp only [Matrix.transpose_apply, Matrix.neg_apply, Matrix.mul_diagonal,
      vertexMatrix, Matrix.of_apply]
    have h := hg (v p) (v q)
    linear_combination ε (v p) * h - g (v p) (v q) * ε (v q) * hε (v p)
  -- each vertex contributes one parity of either sign
  have hD : (Matrix.diagonal (fun p : κ × Bool => ε (v p))).det
      = (-1) ^ Fintype.card κ := by
    rw [Matrix.det_diagonal, Fintype.prod_prod_type]
    have hb : ∀ b : κ, ∏ s : Bool, ε (v (b, s)) = -1 := by
      intro b
      rw [Fintype.prod_bool, hv b]
      linear_combination -hε (v (b, false))
    simp only [hb, Finset.prod_const, Finset.card_univ]
  have hdet := det_skew_nonneg _ hskew
  rw [Matrix.det_mul, hD] at hdet
  have hw : weight V g v
      = V ^ Fintype.card κ * ((vertexMatrix g v).det * (-1) ^ Fintype.card κ) := by
    rw [weight, neg_pow]
    ring
  rw [hw]
  exact mul_nonneg (pow_nonneg hV _) hdet

/-- Sublattice parity of the two sites of a dimer. -/
def dimerParity (x : Bool) : ℝ := if x then -1 else 1

/-- Equal-time propagator of a dimer: 1/2 between the two sites and zero on each site. -/
def dimerPropagator (x y : Bool) : ℝ := if x = y then 0 else 1 / 2

/-- The dimer with a single vertex on its bond meets the conditions on parity, propagator
and vertices, and its weight is `V / 4`. -/
theorem weight_nonneg_witness (V : ℝ) :
    (∀ x, dimerParity x * dimerParity x = 1) ∧
      ParticleHoleSymmetric dimerParity dimerPropagator ∧
      (∀ b : Unit, dimerParity (Prod.snd (b, true)) = -dimerParity (Prod.snd (b, false))) ∧
      weight V dimerPropagator (Prod.snd : Unit × Bool → Bool) = V / 4 := by
  refine ⟨?_, ?_, ?_, ?_⟩
  · intro x
    cases x <;> norm_num [dimerParity]
  · intro x y
    cases x <;> cases y <;> norm_num [dimerParity, dimerPropagator]
  · intro b
    norm_num [dimerParity]
  · -- list the two end points as 0 and 1 and expand the 2 × 2 determinant
    let e : Fin 2 ≃ Unit × Bool := finTwoEquiv.trans (Equiv.punitProd Bool).symm
    have h0 : (e 0).2 = false := rfl
    have h1 : (e 1).2 = true := rfl
    have hd : (vertexMatrix dimerPropagator (Prod.snd : Unit × Bool → Bool)).det
        = -(1 / 4) := by
      rw [← Matrix.det_submatrix_equiv_self e, Matrix.det_fin_two]
      simp only [Matrix.submatrix_apply, vertexMatrix, Matrix.of_apply, h0, h1]
      norm_num [dimerPropagator]
    rw [weight, hd, Fintype.card_unit]
    ring

end

end SkewDeterminantSigns
```

```lean
#print axioms SkewDeterminantSigns.det_skew_odd
#print axioms SkewDeterminantSigns.complex_skew_det_negative
#print axioms SkewDeterminantSigns.weight_nonneg
```

```
'SkewDeterminantSigns.det_skew_odd' depends on axioms: [propext, Classical.choice, Quot.sound]
'SkewDeterminantSigns.complex_skew_det_negative' depends on axioms: [propext, Classical.choice, Quot.sound]
'SkewDeterminantSigns.weight_nonneg' depends on axioms: [propext, Classical.choice, Quot.sound]
```

## Skew-symmetric matrices of any finite size

The first group of theorems is pure linear algebra. The type `n` is a finite index set with \(N\) elements, `A : Matrix n n ℝ` is a real matrix, and the hypothesis `Aᵀ = -A` says that it is skew-symmetric. Two conclusions follow:

- `det_skew_nonneg` states that \(\det A\ge 0\).
- `det_skew_odd` states that \(\det A=0\) when \(N\) is odd.

The index set need not be ordered, and it may be empty, in which case the determinant is 1.

## The fermion model behind the weights

The physical setting is a bipartite lattice of spinless fermions at half filling, with Hamiltonian

\[
H=H_0+V\sum_{\langle i,j\rangle}\left(n_i-\tfrac12\right)\left(n_j-\tfrac12\right).
\]

Here \(H_0\) is a real hopping term between opposite sublattices, \(n_i\) is the density on site \(i\), and \(V\ge0\) is the repulsion across a bond. Expanding the partition function in powers of \(V\) produces configurations of \(k\) interaction vertices. Each vertex sits on a bond and so has two end points, one on each sublattice.

Let \(x\) and \(y\) be space-time points, that is, sites with an imaginary time attached. For distinct points the propagator is \(g(x,y)=\langle T c_x^\dagger c_y\rangle_0\), where \(T\) orders the operators in imaginary time and the average is the thermal one of \(H_0\), traced over all particle numbers at zero chemical potential. At coinciding points the subtraction of \(\tfrac12\) in the interaction gives \(g(x,x)=\langle n_x\rangle_0-\tfrac12=0\). Wick's theorem then turns the average of the \(k\) vertices into a determinant, and the weight is

\[
w=(-V)^k\det G,\qquad G_{pq}=g(v_p,v_q),
\]

where \(p\) and \(q\) run over the \(2k\) end points and \(v_p\) is the space-time point at which end point \(p\) lies. The factor \(1/k!\) and the measure of the time integrals are positive and are left out of \(w\).

Let \(\varepsilon(x)=\pm1\) be the sublattice parity of \(x\). The transformation \(c_x\to\varepsilon(x)c_x^\dagger\) leaves \(H_0\) unchanged when there is no chemical potential. Applying it to the propagator and exchanging the two fermion operators under time ordering gives

\[
g(y,x)=-\varepsilon(x)\varepsilon(y)\,g(x,y).
\]

This is the condition named `ParticleHoleSymmetric`. It stands for zero chemical potential, which gives half filling on average, together with real hopping between opposite sublattices only. At \(x=y\) it forces \(g(x,x)=0\), so it also fixes the convention that densities are measured from one half.

## How the Lean objects carry the physics

The type `S` holds the space-time points and may be infinite. The finite type `κ` labels the vertices, so that \(k\) is `Fintype.card κ`. An end point is a pair in `κ × Bool`, where the Boolean tells the two ends of a vertex apart, and `v` assigns a space-time point to each end. The matrix \(G\) is `vertexMatrix g v`, and \(w\) is `weight V g v`.

The theorem `weight_nonneg` assumes four things:

- `hV` says that the coupling is repulsive or zero.
- `hε` says that every parity squares to one, so it is \(+1\) or \(-1\).
- `hg` is the particle-hole relation.
- `hv` says that the two ends of each vertex have opposite parity.

It concludes that \(w\ge0\). The two ends need not be nearest neighbours, nor need they have equal times. The expansion, Wick's theorem and the particle-hole relation for a given \(H_0\) belong to the physical reading above: the first two enter through the definition of `weight`, the third as a hypothesis.

In continuous-time Monte Carlo for this half-filled bipartite model with real propagators, nonnegative weights can serve as unnormalised sampling probabilities, with no sign to be moved into the observables. The result concerns the sign alone and says nothing about autocorrelation times or the cost of evaluating determinants.

## From a vanishing quadratic form to a nonnegative determinant

Take a real column vector \(x\). Moving \(A\) to the other side of the scalar product gives

\[
x\cdot Ax=(A^{\mathsf T}x)\cdot x=-(Ax)\cdot x=-x\cdot Ax,
\]

and hence \(x\cdot Ax=0\). This is `skew_quadratic_form`; its `calc` block is the same chain of equalities, and `linarith` draws the conclusion from a number being equal to its own negative.

Suppose now that \((1+A)x=0\). Taking the scalar product with \(x\) gives

\[
0=x\cdot x+x\cdot Ax=x\cdot x .
\]

For a real vector this means \(x=0\). The matrix \(1+A\) therefore has no nonzero kernel vector, and \(\det(1+A)\ne0\). The lemma `det_one_add_skew_ne_zero` runs this by contradiction: a zero determinant supplies a nonzero kernel vector, which the scalar product then shows to be zero.

To fix the sign, consider \(f(s)=\det(1+sA)\) for \(0\le s\le1\). It is a polynomial in \(s\), hence continuous, and \(f(0)=1\). Each \(sA\) is again real and skew-symmetric, so \(f(s)\) is never zero. If \(f(1)\) were zero or negative, the intermediate value theorem would give a zero of \(f\) in the interval. Hence \(\det(1+A)=f(1)>0\). In `det_one_add_skew_pos`, `hmem` records that zero lies between \(f(1)\) and \(f(0)\) under the contrary assumption, and `intermediate_value_Icc'` produces the forbidden zero.

For \(t>0\), take a factor \(t\) out of each of the \(N\) rows:

\[
\det(t\,1+A)=t^N\det\left(1+t^{-1}A\right)>0.
\]

The left side is continuous in \(t\). Letting \(t\) go to zero from above turns the strict inequality into \(\det A\ge0\). In `det_skew_nonneg`, `hpos` is the inequality for positive \(t\), stated with \(\ge\) because the limit needs no more, and `hlim` is the one-sided limit. The step `ge_of_tendsto` says that a limit of nonnegative numbers is nonnegative.

In odd size, transposition is enough:

\[
\det A=\det A^{\mathsf T}=\det(-A)=(-1)^N\det A=-\det A,
\]

so \(\det A=0\). This is `det_skew_odd`. The weight theorem does not use it, since \(G\) always has even size \(2k\).

## Parities turn the propagator matrix into a skew one

Write \(\varepsilon_p=\varepsilon(v_p)\), and let \(D\) be the diagonal matrix with entries \(\varepsilon_p\). The product \(M=GD\) has entries \(M_{pq}=g(v_p,v_q)\varepsilon_q\). The particle-hole relation gives

\[
M_{qp}=g(v_q,v_p)\,\varepsilon_p
=-\varepsilon_p\varepsilon_q\,g(v_p,v_q)\,\varepsilon_p
=-g(v_p,v_q)\,\varepsilon_q=-M_{pq},
\]

where the third equality uses \(\varepsilon_p^2=1\). So \(M\) is real and skew-symmetric, and \(\det(GD)\ge0\). In the Lean proof this is `hskew`, where `linear_combination` multiplies the particle-hole relation by \(\varepsilon_p\) and removes the square.

The determinant of \(D\) is the product of all parities. Grouped by vertex, with \(b\) running over the vertices, it is

\[
\det D=\prod_b \varepsilon_{(b,\mathrm{false})}\,\varepsilon_{(b,\mathrm{true})}
=\prod_b\left(-\varepsilon_{(b,\mathrm{false})}^2\right)=(-1)^k .
\]

This is `hD`, with the contribution of a single vertex isolated as `hb`. The signs of the coupling factor can now be absorbed:

\[
w=(-V)^k\det G=V^k(-1)^k\det G=V^k\det D\,\det G=V^k\det(GD)\ge0 .
\]

The last lines of `weight_nonneg` carry out this rearrangement in `hw` and multiply two nonnegative factors. With no vertices the weight is 1, including at \(V=0\).

## One vertex on a dimer

The smallest interacting example has two sites and one vertex on the bond between them. In the half-filled ground state of a hopping dimer, with the sign of the hopping chosen so that the symmetric orbital is occupied, the equal-time propagator between the sites is \(\tfrac12\). Its on-site value is zero after the subtraction. Hence

\[
G=\begin{pmatrix}0&\tfrac12\\ \tfrac12&0\end{pmatrix},\qquad
\det G=-\tfrac14,\qquad w=(-V)\left(-\tfrac14\right)=\tfrac V4 .
\]

The determinant of propagators is itself negative here; the factor \(-V\) from the vertex makes the weight nonnegative for repulsion.

In `weight_nonneg_witness` the two sites are the Booleans, the single vertex is the element of `Unit`, and `Prod.snd` places each end on its site. The theorem confirms that this dimer meets the conditions on parity, propagator and vertices, and evaluates the weight. For the determinant, the equivalence `e` numbers the two end points 0 and 1, so that the \(2\times2\) formula applies.

## Complex entries and attractive coupling

Reality of the matrix matters already in size two. The theorem `complex_skew_det_negative` concerns

\[
B=\begin{pmatrix}0&i\\-i&0\end{pmatrix},\qquad B^{\mathsf T}=-B,\qquad \det B=-(i)(-i)=-1 .
\]

The argument breaks at the kernel step. The nonzero vector \(x=(-i,1)^{\mathsf T}\) satisfies \((1+B)x=0\), while \(x^{\mathsf T}x=(-i)^2+1=0\). Over the complex numbers, a vanishing sum of squares does not force the vector to vanish.

The dimer shows what happens without `hV`. Its weight \(V/4\) holds for every real \(V\), so an attractive coupling \(V<0\) gives a negative weight, although all the other hypotheses of `weight_nonneg` are met.
